# A squared geminal on fixed pair levels is a product of fragment geminals exactly when each fragment has at most one level with nonzero amplitude

A binding energy is often computed by subtracting the energy of the combined system from the summed energies of two separately treated fragments. At large separation the difference vanishes, as it should, if the trial wavefunction of the combined system becomes the product of the wavefunctions used for the two fragments. For a two-pair trial state that uses the same geminal twice, on a finite set of pair levels each belonging to one fragment, the theorems below say when the state is a product of one geminal on each fragment.

A geminal G is a superposition of operators that each create one electron pair, and G² creates two pairs. The wanted product has one pair on fragment A and one on fragment B. Squaring G also produces terms with both pairs on the same fragment, and these decide the matter.

In Lean 4 with Mathlib:

```lean
import Mathlib

open Finset

namespace GeminalSizeConsistency

noncomputable section
```

## Pair creators and their independent products

Let r_i create a pair in level i, where i runs over a finite set. Three properties are assumed:

r_i r_j = r_j r_i

r_i r_i = 0

the products r_i r_j with i < j are linearly independent.

The first holds because each r_i creates two electrons, and moving one pair of electron creation operators past another changes the sign an even number of times. The second is the Pauli principle for a doubly filled level. The third says that different two-pair configurations are different states, none of them a combination of the others.

In the code the r_i are elements of an algebra `R` over a field `K`, which may be the real or the complex numbers. `R` need not be commutative; only the r_i commute with each other. The order on the index type `ι` has no physical meaning and serves to list each pair of levels once.

That ordering guards against a mistake in stating the third property. If independence were demanded for all (i, j), the family would contain r_i r_i = 0, and a family containing zero is never independent. With even one level present the hypothesis would be contradictory, and every theorem using it would be vacuous, applying to no physical system at all. The restriction `e.1 < e.2` prevents this.

```lean
/-- Pair creators: they commute, no level can be filled twice, and the two-pair products
over distinct levels are linearly independent. -/
structure IsPairCreators (K : Type*) {R ι : Type*} [Field K] [Ring R] [Algebra K R]
    [LinearOrder ι] (r : ι → R) : Prop where
  comm : ∀ i j, r i * r j = r j * r i
  sq_zero : ∀ i, r i * r i = 0
  indep : LinearIndependent K
    (fun e : {e : ι × ι // e.1 < e.2} => r e.1.1 * r e.1.2)
```

With amplitudes c_i, the geminal is

G(c) = Σ_i c_i r_i.

No normalisation is imposed on the amplitudes.

```lean
/-- The geminal with amplitudes `c`: a superposition of pair creators. -/
def geminal {K R ι : Type*} [Field K] [Ring R] [Algebra K R] [Fintype ι]
    (r : ι → R) (c : ι → K) : R := ∑ i, c i • r i
```

Fragment A is a set of levels, and fragment B consists of all the others. The part of G on A keeps c_i for i in A and replaces the remaining amplitudes by zero.

```lean
/-- The amplitudes on fragment `A`, set to zero elsewhere. -/
def inside {K ι : Type*} [Field K] [LinearOrder ι] (A : Finset ι) (c : ι → K) : ι → K :=
  fun i => if i ∈ A then c i else 0
```

The part on B does the reverse, so that G(c) = G_A + G_B.

```lean
/-- The amplitudes on the other fragment, set to zero on `A`. -/
def outside {K ι : Type*} [Field K] [LinearOrder ι] (A : Finset ι) (c : ι → K) : ι → K :=
  fun i => if i ∈ A then 0 else c i
```

## Multiplying two geminals

For amplitudes a and b, direct multiplication gives

G(a) G(b) = Σ_i Σ_j a_i b_j r_i r_j.

The terms with i = j vanish. For i < j, the terms (i, j) and (j, i) contain the same operator, because the pair creators commute. Collecting them gives

G(a) G(b) = Σ_{i<j} (a_i b_j + a_j b_i) r_i r_j.

In the proof, `key` sorts each term by whether i < j, i = j or i > j, and `hswap` exchanges the names of the indices in the terms with i > j. The statement `hsub` rewrites the sum over pairs i < j as a double sum, so that the two sides can be compared term by term.

```lean
variable {K R ι : Type*} [Field K] [Ring R] [Algebra K R] [Fintype ι] [LinearOrder ι]

/-- A product of two geminals, expanded over the pairs of distinct levels. -/
theorem geminal_mul {r : ι → R} (h : IsPairCreators K r) (a b : ι → K) :
    geminal r a * geminal r b = ∑ e : {e : ι × ι // e.1 < e.2},
      (a e.1.1 * b e.1.2 + a e.1.2 * b e.1.1) • (r e.1.1 * r e.1.2) := by
  have hsub : (∑ e : {e : ι × ι // e.1 < e.2},
      (a e.1.1 * b e.1.2 + a e.1.2 * b e.1.1) • (r e.1.1 * r e.1.2)) =
      ∑ i, ∑ j, if i < j then (a i * b j + a j * b i) • (r i * r j) else (0 : R) := by
    refine (Finset.sum_subtype (p := fun e : ι × ι => e.1 < e.2)
      (Finset.univ.filter fun e : ι × ι => e.1 < e.2) (by simp)
      (fun e : ι × ι => (a e.1 * b e.2 + a e.2 * b e.1) • (r e.1 * r e.2))).symm.trans ?_
    rw [Finset.sum_filter, Fintype.sum_prod_type]
  -- double occupation drops out, and the two orderings are separated
  have key : ∀ i j, (a i • r i) * (b j • r j) =
      (if i < j then (a i * b j) • (r i * r j) else (0 : R)) +
      (if j < i then (a i * b j) • (r j * r i) else (0 : R)) := by
    intro i j
    rw [smul_mul_smul_comm]
    rcases lt_trichotomy i j with hij | hij | hij
    · rw [if_pos hij, if_neg (lt_asymm hij), add_zero]
    · subst hij
      simp [h.sq_zero]
    · rw [if_neg (lt_asymm hij), if_pos hij, zero_add, h.comm i j]
  have hswap : (∑ i, ∑ j, if j < i then (a i * b j) • (r j * r i) else (0 : R)) =
      ∑ i, ∑ j, if i < j then (a j * b i) • (r i * r j) else (0 : R) := Finset.sum_comm
  rw [hsub, geminal, geminal, Finset.sum_mul_sum]
  simp_rw [key, Finset.sum_add_distrib]
  rw [hswap, ← Finset.sum_add_distrib]
  refine Finset.sum_congr rfl fun i _ => ?_
  rw [← Finset.sum_add_distrib]
  refine Finset.sum_congr rfl fun j _ => ?_
  by_cases hij : i < j
  · simp only [if_pos hij, add_smul]
  · simp only [if_neg hij, add_zero]
```

Since the operators r_i r_j with i < j are independent, two such products are equal exactly when all their coefficients agree:

a_i b_j + a_j b_i = a'_i b'_j + a'_j b'_i for all i < j.

The forward direction moves everything to one side and applies independence to the differences of coefficients. The reverse direction is substitution.

```lean
/-- Two products of geminals are equal exactly when their symmetrised amplitudes agree
on every pair of distinct levels. -/
theorem geminal_mul_eq_iff {r : ι → R} (h : IsPairCreators K r) (a b a' b' : ι → K) :
    geminal r a * geminal r b = geminal r a' * geminal r b' ↔
      ∀ i j, i < j → a i * b j + a j * b i = a' i * b' j + a' j * b' i := by
  rw [geminal_mul h, geminal_mul h]
  constructor
  · intro H i j hij
    have H' := Fintype.linearIndependent_iff.1 h.indep
      (fun e => (a e.1.1 * b e.1.2 + a e.1.2 * b e.1.1) -
        (a' e.1.1 * b' e.1.2 + a' e.1.2 * b' e.1.1))
      (by simp only [sub_smul, Finset.sum_sub_distrib]; exact sub_eq_zero.2 H) ⟨(i, j), hij⟩
    exact sub_eq_zero.1 H'
  · intro H
    exact Finset.sum_congr rfl fun e _ => by rw [H _ _ e.2]
```

## The terms with both pairs on one fragment

Squaring G = G_A + G_B gives

G² = G_A² + 2 G_A G_B + G_B².

So G² = 2 G_A G_B requires G_A² + G_B² = 0. By the expansion above,

G_A² + G_B² = 2 Σ c_i c_j r_i r_j,

where the sum runs over i < j with both levels on the same fragment. By independence it vanishes exactly when c_i c_j = 0 for each such pair, since 2 ≠ 0. Equivalently, each fragment has at most one level with nonzero amplitude.

The code reaches this by comparing coefficients in G² = 2 G_A G_B. On the left, every pair i < j has coefficient 2 c_i c_j. On the right, the coefficient is 2 c_i c_j if the levels lie on different fragments and 0 if they lie on the same one. The condition `(i ∈ A ↔ j ∈ A)` expresses "same fragment", and the four cases in the proof are the four ways of placing i and j. The assumption `CharZero K` allows the division by 2.

```lean
/-- The squared geminal is twice the product of its own two fragment parts exactly when
no two distinct levels of the same fragment both carry amplitude. -/
theorem sq_eq_fragment_parts_iff [CharZero K] {r : ι → R} (h : IsPairCreators K r)
    (A : Finset ι) (c : ι → K) :
    geminal r c ^ 2 = (2 : K) • (geminal r (inside A c) * geminal r (outside A c)) ↔
      ∀ i j, i < j → (i ∈ A ↔ j ∈ A) → c i * c j = 0 := by
  have hs : (2 : K) • geminal r (inside A c) = geminal r (fun i => 2 * inside A c i) := by
    simp only [geminal, Finset.smul_sum, mul_smul]
  rw [← smul_mul_assoc, hs, sq, geminal_mul_eq_iff h]
  constructor
  · intro H i j hij hA
    have H' := H i j hij
    by_cases hi : i ∈ A
    · have hj := hA.1 hi
      simp only [inside, outside, if_pos hi, if_pos hj] at H'
      linear_combination (1 / 2 : K) * H'
    · have hj : j ∉ A := fun hj => hi (hA.2 hj)
      simp only [inside, outside, if_neg hi, if_neg hj] at H'
      linear_combination (1 / 2 : K) * H'
  · intro H i j hij
    by_cases hi : i ∈ A <;> by_cases hj : j ∈ A
    · simp only [inside, outside, if_pos hi, if_pos hj]
      linear_combination 2 * H i j hij ⟨fun _ => hj, fun _ => hi⟩
    · simp only [inside, outside, if_pos hi, if_neg hj]
      ring
    · simp only [inside, outside, if_neg hi, if_pos hj]
      ring
    · simp only [inside, outside, if_neg hi, if_neg hj]
      linear_combination 2 * H i j hij ⟨fun q => absurd q hi, fun q => absurd q hj⟩
```

## Relaxing the fragment geminals does not help

The fragments might be described by geminals other than the two parts of G. Let a vanish outside A, let b vanish on A, and suppose

G(c)² = G(a) G(b).

If i and j both lie in A, then b_i = b_j = 0. If both lie in B, then a_i = a_j = 0. In either case the coefficient on the right is zero, so

2 c_i c_j = 0,

which is the same condition as before. Conversely, when the condition holds, the choice a = 2c on A and b = c on B gives the factorisation.

The existential statement in `size_consistent_iff` contains this freedom: `a` and `b` are restricted only by the fragment on which they live. The condition also admits cases where G² is zero, for instance when one fragment has no amplitude and the other has a single level.

```lean
/-- The squared geminal is a product of some geminal on `A` and some geminal on the other fragment
exactly when no two distinct levels of the same fragment both carry amplitude. -/
theorem size_consistent_iff [CharZero K] {r : ι → R} (h : IsPairCreators K r)
    (A : Finset ι) (c : ι → K) :
    (∃ a b : ι → K, (∀ i, i ∉ A → a i = 0) ∧ (∀ i, i ∈ A → b i = 0) ∧
      geminal r c ^ 2 = geminal r a * geminal r b) ↔
      ∀ i j, i < j → (i ∈ A ↔ j ∈ A) → c i * c j = 0 := by
  constructor
  · rintro ⟨a, b, ha, hb, H⟩ i j hij hA
    rw [sq, geminal_mul_eq_iff h] at H
    have H' := H i j hij
    -- a fragment product has no component with both pairs on one fragment
    by_cases hi : i ∈ A
    · rw [hb i hi, hb j (hA.1 hi)] at H'
      linear_combination (1 / 2 : K) * H'
    · rw [ha i hi, ha j (fun hj => hi (hA.2 hj))] at H'
      linear_combination (1 / 2 : K) * H'
  · intro H
    refine ⟨fun i => 2 * inside A c i, outside A c, fun i hi => ?_, fun i hi => ?_, ?_⟩
    · simp [inside, hi]
    · simp [outside, hi]
    · have hs : geminal r (fun i => 2 * inside A c i) = (2 : K) • geminal r (inside A c) := by
        simp only [geminal, Finset.smul_sum, mul_smul]
      rw [hs, smul_mul_assoc]
      exact (sq_eq_fragment_parts_iff h A c).2 H
```

The name `size_consistent_iff` uses the term loosely: size consistency usually means that the energy of two non-interacting fragments is the sum of their separate energies. The theorem contains no Hamiltonian and concerns the factorisation of the two-pair creation operator. It treats exactly two pairs, and its geminals contain no terms that place one electron of a pair on each fragment.

## Two levels on each fragment

Let A have pair creators p₁, p₂ with amplitudes x₁, x₂, and let B have q₁, q₂ with amplitudes y₁, y₂. The only same-fragment terms in G² are

2 x₁ x₂ p₁ p₂ + 2 y₁ y₂ q₁ q₂.

Hence

G² = 2 (x₁ p₁ + x₂ p₂)(y₁ q₁ + y₂ q₂)

if and only if x₁ x₂ = 0 and y₁ y₂ = 0. As soon as one fragment's pair is spread over both of its levels, the product form is lost.

The code numbers the four levels 0, 1, 2, 3 and takes A = {0, 1}. The equations `e1`, `e2` and `e3` identify the general geminal and its two parts with the explicit sums. The general condition is then read at the pairs (0, 1) and (2, 3), and the final case check confirms that no other pair i < j lies on a single fragment.

```lean
/-- Two levels on each fragment: the squared geminal is twice the product of its fragment
parts exactly when `x₁ x₂ = 0` and `y₁ y₂ = 0`. -/
theorem two_levels_each [CharZero K] {p₁ p₂ q₁ q₂ : R}
    (h : IsPairCreators K ![p₁, p₂, q₁, q₂]) (x₁ x₂ y₁ y₂ : K) :
    (x₁ • p₁ + x₂ • p₂ + y₁ • q₁ + y₂ • q₂) ^ 2 =
      (2 : K) • ((x₁ • p₁ + x₂ • p₂) * (y₁ • q₁ + y₂ • q₂)) ↔
      x₁ * x₂ = 0 ∧ y₁ * y₂ = 0 := by
  have H := sq_eq_fragment_parts_iff h {0, 1} ![x₁, x₂, y₁, y₂]
  have e1 : geminal ![p₁, p₂, q₁, q₂] ![x₁, x₂, y₁, y₂] =
      x₁ • p₁ + x₂ • p₂ + y₁ • q₁ + y₂ • q₂ := by
    simp [geminal, Fin.sum_univ_four]
  have e2 : geminal ![p₁, p₂, q₁, q₂] (inside {0, 1} ![x₁, x₂, y₁, y₂]) =
      x₁ • p₁ + x₂ • p₂ := by
    simp [geminal, inside, Fin.sum_univ_four]
  have e3 : geminal ![p₁, p₂, q₁, q₂] (outside {0, 1} ![x₁, x₂, y₁, y₂]) =
      y₁ • q₁ + y₂ • q₂ := by
    simp [geminal, outside, Fin.sum_univ_four]
  rw [e1, e2, e3] at H
  rw [H]
  constructor
  · intro G
    exact ⟨G 0 1 (by decide) (by decide), G 2 3 (by decide) (by decide)⟩
  · rintro ⟨h1, h2⟩ i j hij hA
    fin_cases i <;> fin_cases j <;>
      first
        | exact h1
        | exact h2
        | exact absurd hij (by decide)
        | exact absurd hA (by decide)
```

## Operators that satisfy the assumptions

A concrete model describes a state by an amplitude ψ(s) for each set s of occupied levels. Creating a pair in level i gives

(P_i ψ)(s) = ψ(s without i) if i is in s, and 0 otherwise.

These are hard-core pairs: each level holds at most one. The model works with pairs directly and does not build them from individual electron operators.

```lean
/-- The operator that puts a pair into level `i`, acting on wavefunctions over sets of
occupied levels. -/
def pairCreator (K : Type*) {ι : Type*} [Field K] [LinearOrder ι] (i : ι) :
    Module.End K (Finset ι → K) where
  toFun ψ s := if i ∈ s then ψ (s.erase i) else 0
  map_add' ψ φ := by
    funext s
    by_cases hs : i ∈ s <;> simp [hs]
  map_smul' t ψ := by
    funext s
    by_cases hs : i ∈ s <;> simp [hs]
```

The vacuum has amplitude 1 on the empty set and 0 on every other set.

```lean
/-- The state with no pairs. -/
def vacuum (K ι : Type*) [Field K] [LinearOrder ι] : Finset ι → K :=
  fun s => if s = ∅ then 1 else 0
```

Removing two levels from s in either order gives the same set, so the P_i commute. A level cannot be removed twice, so P_i P_i = 0. For independence, suppose

Σ_{i<j} g_ij P_i P_j = 0.

Acting on the vacuum, P_i P_j produces the configuration {i, j}. The amplitude of the sum at {k, l}, with k < l, is therefore g_kl, and it must be zero. The statement `amp` computes the amplitude at {k, l} for each single product P_i P_j, which is 1 if (i, j) = (k, l) and 0 otherwise, and `H1` evaluates the vanishing sum there. The assumptions of the theorems are thus met for every finite set of levels.

```lean
/-- The operators `pairCreator` on any finite set of levels are pair creators. -/
theorem pairCreator_witness : IsPairCreators K (fun i : ι => pairCreator K i) where
  comm i j := by
    refine LinearMap.ext fun ψ => funext fun s => ?_
    change (if i ∈ s then (if j ∈ s.erase i then ψ ((s.erase i).erase j) else 0) else 0) =
      (if j ∈ s then (if i ∈ s.erase j then ψ ((s.erase j).erase i) else 0) else 0)
    by_cases hij : i = j
    · subst hij
      rfl
    · rw [Finset.erase_right_comm]
      by_cases hi : i ∈ s <;> by_cases hj : j ∈ s <;> simp [hi, hj, hij, Ne.symm hij]
  sq_zero i := by
    refine LinearMap.ext fun ψ => funext fun s => ?_
    change (if i ∈ s then (if i ∈ s.erase i then ψ ((s.erase i).erase i) else 0) else 0) = 0
    simp
  indep := by
    rw [Fintype.linearIndependent_iff]
    rintro g H ⟨⟨k, l⟩, hkl⟩
    have hkl' : k < l := hkl
    have m1 : k ∈ ({k, l} : Finset ι) := by simp
    have m2 : l ∈ ({k, l} : Finset ι).erase k := by simp [hkl'.ne']
    have h0 : (({k, l} : Finset ι).erase k).erase l = ∅ := by
      ext t
      simp only [Finset.mem_erase, Finset.mem_insert, Finset.mem_singleton,
        Finset.notMem_empty]
      tauto
    -- amplitude of the configuration {k, l} after creating two pairs from the vacuum
    have amp : ∀ e : {e : ι × ι // e.1 < e.2},
        (pairCreator K e.1.1 * pairCreator K e.1.2) (vacuum K ι) {k, l} =
          if e = ⟨(k, l), hkl⟩ then 1 else 0 := by
      rintro ⟨⟨i, j⟩, hij⟩
      have hij' : i < j := hij
      change (if i ∈ ({k, l} : Finset ι) then (if j ∈ ({k, l} : Finset ι).erase i then
        (if (({k, l} : Finset ι).erase i).erase j = ∅ then (1 : K) else 0) else 0) else 0) = _
      by_cases e : i = k ∧ j = l
      · have hE : (⟨(i, j), hij⟩ : {e : ι × ι // e.1 < e.2}) = ⟨(k, l), hkl⟩ :=
          Subtype.ext (Prod.ext e.1 e.2)
        rw [if_pos hE, e.1, e.2, if_pos m1, if_pos m2, if_pos h0]
      · have hE : ¬ (⟨(i, j), hij⟩ : {e : ι × ι // e.1 < e.2}) = ⟨(k, l), hkl⟩ :=
          fun q => e ⟨congrArg (fun z => z.1.1) q, congrArg (fun z => z.1.2) q⟩
        have hno : ¬ (i ∈ ({k, l} : Finset ι) ∧ j ∈ ({k, l} : Finset ι).erase i) := by
          rintro ⟨h1, h2⟩
          simp only [Finset.mem_erase, Finset.mem_insert, Finset.mem_singleton] at h1 h2
          rcases h1 with h1 | h1 <;> rcases h2.2 with h3 | h3
          · exact h2.1 (h3.trans h1.symm)
          · exact e ⟨h1, h3⟩
          · rw [h1, h3] at hij'
            exact lt_asymm hkl' hij'
          · exact h2.1 (h3.trans h1.symm)
        rw [if_neg hE]
        by_cases h1 : i ∈ ({k, l} : Finset ι)
        · rw [if_pos h1, if_neg (fun h2 => hno ⟨h1, h2⟩)]
        · rw [if_neg h1]
    have H1 := congrFun (LinearMap.congr_fun H (vacuum K ι)) {k, l}
    simp only [LinearMap.sum_apply, Finset.sum_apply, LinearMap.smul_apply, Pi.smul_apply,
      smul_eq_mul, LinearMap.zero_apply, Pi.zero_apply, amp, mul_ite, mul_one, mul_zero,
      Finset.sum_ite_eq', Finset.mem_univ, if_true] at H1
    exact H1

end

end GeminalSizeConsistency
```

```lean
#print axioms GeminalSizeConsistency.size_consistent_iff
#print axioms GeminalSizeConsistency.two_levels_each
```

```
'GeminalSizeConsistency.size_consistent_iff' depends on axioms: [propext, Classical.choice, Quot.sound]
'GeminalSizeConsistency.two_levels_each' depends on axioms: [propext, Classical.choice, Quot.sound]
```
